# The ensemble energy of a one-level atom has a kink at one electron only for repulsion

An atom with a single level of energy $e$ and interaction $U$ between two electrons in it holds $n$ electrons on average, with $0\le n\le 2$. The lowest mean energy of a statistical mixture of the empty, singly and doubly occupied atom is

$$E(n)=\begin{cases} en+U\max(0,n-1), & U\ge 0,\\ en+Un/2, & U\le 0.\end{cases}$$

As a function of $n$, it is differentiable at $n=1$ exactly when $U\le 0$. For $U>0$ the slope jumps by $U$, which in this isolated one-level model is the fundamental gap of electronic-structure theory, ionisation energy minus electron affinity. The jump concerns the total energy; the exchange-correlation potential of density functional theory, to which the term "derivative discontinuity" is often applied, does not enter.

## The atom and its ensembles

```lean
import Mathlib

open Set Filter Topology

namespace FractionalAtom

noncomputable section
```

These lines load the Mathlib library and give short access to its names for sets, limits and neighbourhoods.

```lean
/-- Weights `p0`, `p1`, `p2` of the empty, singly and doubly occupied atom form an ensemble
with mean electron number `n`. -/
structure IsEnsemble (n p0 p1 p2 : ℝ) : Prop where
  nonneg0 : 0 ≤ p0
  nonneg1 : 0 ≤ p1
  nonneg2 : 0 ≤ p2
  total : p0 + p1 + p2 = 1
  mean : p1 + 2 * p2 = n
```

`IsEnsemble n p0 p1 p2` says that the real numbers $p_0,p_1,p_2$ are probabilities of finding zero, one and two electrons, with mean $n$:

$$p_i\ge 0,\qquad p_0+p_1+p_2=1,\qquad p_1+2p_2=n.$$

A fractional $n$ is thus an average over integer occupations. The weight $p_1$ covers both spin directions, which have the same energy without a magnetic field.

```lean
/-- Mean energy of an atom with level energy `e` and interaction `U`, given the weights of
single and double occupation. -/
def energy (e U p1 p2 : ℝ) : ℝ := p1 * e + p2 * (2 * e + U)
```

The three states have energies $0$, $e$ and $2e+U$, so the mean energy is $p_1e+p_2(2e+U)$. There is no entropy term and no hopping to other sites.

```lean
/-- All mean energies that ensembles with mean electron number `n` can have. -/
def ensembleEnergies (e U n : ℝ) : Set ℝ :=
  {E | ∃ p0 p1 p2, IsEnsemble n p0 p1 p2 ∧ E = energy e U p1 p2}
```

This is the set of all energies $E$ that some ensemble with mean $n$ attains. The symbol `∃` reads "there exist".

```lean
/-- The ground energy at mean electron number `n`: the infimum of the ensemble energies. -/
def groundEnergy (e U n : ℝ) : ℝ := sInf (ensembleEnergies e U n)
```

The ground energy $E(n)$ is the infimum of that set. For $n$ outside $[0,2]$ the set is empty and Lean assigns the infimum the value $0$, which has no physical meaning.

The atom could also have been modelled by density matrices on the four states empty, up, down and doubly occupied. Energy and electron number are both diagonal in these states, so only the diagonal weights would count and the minimum would be the same. The energy would not depend on the spin state of a single electron, where one is present, nor on coherences between different electron numbers; of these, coherences between even and odd numbers are not physically admissible.

## Only the double occupancy is free

```lean
/-- At fixed mean electron number the energy depends on the ensemble only through the
double occupancy. -/
theorem energy_eq {n p0 p1 p2 : ℝ} (e U : ℝ) (h : IsEnsemble n p0 p1 p2) :
    energy e U p1 p2 = e * n + U * p2 := by
  unfold energy
  rw [← h.mean]
  ring
```

By hand, collect the terms in $e$ and insert the constraint on the mean:

$$p_1e+p_2(2e+U)=e(p_1+2p_2)+Up_2=en+Up_2.$$

In Lean, `rw [← h.mean]` replaces $n$ by $p_1+2p_2$, and `ring` checks the remaining algebra.

```lean
/-- The double occupancy lies between `max 0 (n - 1)` and `n / 2`. -/
theorem doubleOccupancy_bounds {n p0 p1 p2 : ℝ} (h : IsEnsemble n p0 p1 p2) :
    max 0 (n - 1) ≤ p2 ∧ p2 ≤ n / 2 := by
  obtain ⟨h0, h1, h2, ht, hm⟩ := h
  exact ⟨max_le h2 (by linarith), by linarith⟩
```

Subtracting the normalisation from the mean gives $n-1=p_2-p_0\le p_2$. Together with $p_2\ge 0$ this is the lower bound $\max(0,n-1)\le p_2$. The upper bound follows from $n-2p_2=p_1\ge 0$. The tactic `linarith` finds such combinations of linear inequalities.

## The two minima

```lean
/-- For repulsion the least ensemble energy is `e n + U max(0, n - 1)`. -/
theorem isLeast_repulsive {e U n : ℝ} (hU : 0 ≤ U) (h0 : 0 ≤ n) (h2 : n ≤ 2) :
    IsLeast (ensembleEnergies e U n) (e * n + U * max 0 (n - 1)) := by
  constructor
  · -- mix only neighbouring electron numbers
    rcases le_total n 1 with h | h
    · refine ⟨1 - n, n, 0, ⟨by linarith, h0, le_rfl, by ring, by ring⟩, ?_⟩
      rw [max_eq_left (by linarith)]
      unfold energy
      ring
    · refine ⟨0, 2 - n, n - 1, ⟨le_rfl, by linarith, by linarith, by ring, by ring⟩, ?_⟩
      rw [max_eq_right (by linarith)]
      unfold energy
      ring
  · rintro E ⟨p0, p1, p2, h, rfl⟩
    rw [energy_eq e U h]
    have := mul_le_mul_of_nonneg_left (doubleOccupancy_bounds h).1 hU
    linarith
```

`IsLeast` makes two demands: the value belongs to the set, and nothing in the set lies below it.

For the first, choose an ensemble $(p_0,p_1,p_2)$. If $n\le 1$, take $(1-n,\,n,\,0)$, with energy $en$. If $n\ge 1$, take $(0,\,2-n,\,n-1)$, with energy $en+U(n-1)$. The line with `rcases` makes this case distinction, and `refine` supplies the weights.

For the second, multiply $p_2\ge\max(0,n-1)$ by $U\ge 0$ and add $en$.

```lean
/-- For attraction the least ensemble energy is `e n + U n / 2`. -/
theorem isLeast_attractive {e U n : ℝ} (hU : U ≤ 0) (h0 : 0 ≤ n) (h2 : n ≤ 2) :
    IsLeast (ensembleEnergies e U n) (e * n + U * n / 2) := by
  constructor
  · -- mix only the empty and the doubly occupied atom
    refine ⟨1 - n / 2, 0, n / 2,
      ⟨by linarith, le_rfl, by linarith, by ring, by ring⟩, ?_⟩
    unfold energy
    ring
  · rintro E ⟨p0, p1, p2, h, rfl⟩
    rw [energy_eq e U h]
    have := mul_nonneg (neg_nonneg.2 hU) (sub_nonneg.2 (doubleOccupancy_bounds h).2)
    linarith
```

For $U\le 0$ the energy falls or stays constant as $p_2$ grows, so the upper bound matters. The ensemble $(1-n/2,\,0,\,n/2)$ reaches it, with energy $en+Un/2$. For any other ensemble, $(-U)(n/2-p_2)\ge 0$ gives $Up_2\ge Un/2$.

Take $e=-3$ and $n=3/2$ as an example, and compare the ensembles $(0,\tfrac12,\tfrac12)$ and $(\tfrac14,0,\tfrac34)$. With $U=4$ the doubly occupied atom has energy $-2$, and the mean energies are $-2.5$ and $-1.5$: the first ensemble wins. With $U=-4$ it has energy $-10$, and they are $-6.5$ and $-7.5$: the second wins.

## Slopes at one electron

```lean
/-- A straight line has its slope as derivative. -/
private theorem hasDerivAt_line (a b x : ℝ) : HasDerivAt (fun y : ℝ => a * y + b) a x := by
  simpa using ((hasDerivAt_id' x).const_mul a).add_const b
```

The line $ay+b$ has derivative $a$ at every point $x$.

```lean
/-- For repulsion the ground energy has, at one electron, the left derivative `e` and the right
derivative `e + U`. -/
theorem slopes_repulsive {e U : ℝ} (hU : 0 ≤ U) :
    HasDerivWithinAt (groundEnergy e U) e (Iic 1) 1 ∧
      HasDerivWithinAt (groundEnergy e U) (e + U) (Ici 1) 1 := by
  have left : ∀ x : ℝ, 0 ≤ x → x ≤ 1 → groundEnergy e U x = e * x + 0 := by
    intro x h0 h1
    have h := (isLeast_repulsive (e := e) hU h0 (by linarith)).csInf_eq
    rw [max_eq_left (by linarith)] at h
    unfold groundEnergy
    linarith
  have right : ∀ x : ℝ, 1 ≤ x → x ≤ 2 → groundEnergy e U x = (e + U) * x + -U := by
    intro x h1 h2
    have h := (isLeast_repulsive (e := e) hU (by linarith) h2).csInf_eq
    rw [max_eq_right (by linarith)] at h
    unfold groundEnergy
    linarith
  have near : Ioo (0 : ℝ) 2 ∈ 𝓝 (1 : ℝ) := Ioo_mem_nhds (by norm_num) (by norm_num)
  constructor
  · refine (hasDerivAt_line e 0 1).hasDerivWithinAt.congr_of_eventuallyEq ?_
      (left 1 (by norm_num) le_rfl)
    filter_upwards [self_mem_nhdsWithin, mem_nhdsWithin_of_mem_nhds near] with x hx hx'
    exact left x hx'.1.le hx
  · refine (hasDerivAt_line (e + U) (-U) 1).hasDerivWithinAt.congr_of_eventuallyEq ?_
      (right 1 le_rfl (by norm_num))
    filter_upwards [self_mem_nhdsWithin, mem_nhdsWithin_of_mem_nhds near] with x hx hx'
    exact right x hx hx'.2.le
```

`Iic 1` is the interval $(-\infty,1]$ and `Ici 1` is $[1,\infty)$, so the two statements are the left and right derivatives at $n=1$. By hand, the minimum for $U\ge 0$ is

$$E(x)=ex\quad(0\le x\le 1),\qquad E(x)=(e+U)x-U\quad(1\le x\le 2),$$

with slopes $e$ and $e+U$. The auxiliary facts `left` and `right` are these formulas. `near` restricts attention to $0<x<2$, where they apply, and `congr_of_eventuallyEq` transfers the derivative from the line to a function that agrees with it near the point.

```lean
/-- For attraction the ground energy has the slope `e + U / 2` at every mean electron number
strictly between zero and two. -/
theorem slope_attractive {e U n : ℝ} (hU : U ≤ 0) (h0 : 0 < n) (h2 : n < 2) :
    HasDerivAt (groundEnergy e U) (e + U / 2) n := by
  refine (hasDerivAt_line (e + U / 2) 0 n).congr_of_eventuallyEq ?_
  filter_upwards [Ioo_mem_nhds h0 h2] with x hx
  have h := (isLeast_attractive (e := e) hU hx.1.le hx.2.le).csInf_eq
  unfold groundEnergy
  linarith
```

For $U\le 0$ we have $E(x)=(e+U/2)x$ throughout $0<x<2$. The same transfer gives the ordinary two-sided derivative $e+U/2$ there.

```lean
/-- The ground energy is differentiable at one electron exactly when the interaction is not
repulsive. -/
theorem differentiableAt_one_iff (e U : ℝ) :
    DifferentiableAt ℝ (groundEnergy e U) 1 ↔ U ≤ 0 := by
  constructor
  · intro hd
    by_contra hU
    have hpos : 0 < U := not_le.1 hU
    obtain ⟨hl, hr⟩ := slopes_repulsive (e := e) hpos.le
    -- a derivative would have to equal both one-sided slopes
    have h1 := (uniqueDiffWithinAt_Iic (1 : ℝ)).eq_deriv _ hd.hasDerivAt.hasDerivWithinAt hl
    have h2 := (uniqueDiffWithinAt_Ici (1 : ℝ)).eq_deriv _ hd.hasDerivAt.hasDerivWithinAt hr
    linarith
  · intro hU
    exact (slope_attractive hU (by norm_num) (by norm_num)).differentiableAt
```

Suppose $E$ had a derivative $D$ at $n=1$ while $U>0$. Then $D$ would equal both one-sided slopes, $D=e$ and $D=e+U$, which forces $U=0$, a contradiction. Conversely, for $U\le 0$ the preceding theorem supplies the derivative. In Lean, `by_contra` starts the contradiction, and `h1` and `h2` are the two equations for $D$.

## Which ensembles reach the minimum

```lean
/-- For strict attraction an ensemble has the ground energy exactly when the singly occupied
atom is absent from it. -/
theorem minimizer_attractive {e U n p0 p1 p2 : ℝ} (hU : U < 0) (h : IsEnsemble n p0 p1 p2) :
    energy e U p1 p2 = groundEnergy e U n ↔ p1 = 0 := by
  obtain ⟨h0, h1, h2, ht, hm⟩ := id h
  have hg : groundEnergy e U n = e * n + U * n / 2 :=
    (isLeast_attractive hU.le (by linarith) (by linarith)).csInf_eq
  rw [energy_eq e U h, hg, ← hm]
  constructor
  · intro heq
    have hz : U * p1 = 0 := by linarith
    exact (mul_eq_zero.1 hz).resolve_left hU.ne
  · intro hz
    rw [hz]
    ring
```

The excess over the ground energy is

$$Up_2-\frac{Un}{2}=-\frac{U}{2}\,p_1.$$

For $U<0$ it vanishes exactly when $p_1=0$: under attraction the electrons appear only in pairs. The proof obtains `U * p1 = 0` and divides out the nonzero $U$.

```lean
/-- For strict repulsion an ensemble has the ground energy exactly when the empty or the
doubly occupied atom is absent from it. -/
theorem minimizer_repulsive {e U n p0 p1 p2 : ℝ} (hU : 0 < U) (h : IsEnsemble n p0 p1 p2) :
    energy e U p1 p2 = groundEnergy e U n ↔ p0 = 0 ∨ p2 = 0 := by
  obtain ⟨h0, h1, h2, ht, hm⟩ := id h
  have hg : groundEnergy e U n = e * n + U * max 0 (n - 1) :=
    (isLeast_repulsive hU.le (by linarith) (by linarith)).csInf_eq
  rw [energy_eq e U h, hg]
  constructor
  · intro heq
    have hp : p2 = max 0 (n - 1) := mul_left_cancel₀ hU.ne' (by linarith)
    rcases le_total n 1 with hn | hn
    · right
      rwa [max_eq_left (by linarith)] at hp
    · left
      rw [max_eq_right (by linarith)] at hp
      linarith
  · rintro (hz | hz)
    · rw [max_eq_right (by linarith), show n - 1 = p2 by linarith]
    · rw [max_eq_left (by linarith), hz]

end

end FractionalAtom
```

For $U>0$ the energy is minimal exactly when $p_2=\max(0,n-1)$. If $n\le 1$, this says $p_2=0$. If $n\ge 1$, it says $p_2=n-1$, and since $n-1=p_2-p_0$, that means $p_0=0$. Conversely, $p_0=0$ gives $n-1=p_2\ge 0$, and $p_2=0$ gives $n-1=-p_0\le 0$; in both cases $p_2$ equals the maximum. Repulsion therefore never mixes the empty with the doubly occupied atom. At $U=0$ all ensembles with the same $n$ have the energy $en$, and no such selection occurs.

```lean
#print axioms FractionalAtom.differentiableAt_one_iff
#print axioms FractionalAtom.minimizer_attractive
#print axioms FractionalAtom.minimizer_repulsive
```

```
'FractionalAtom.differentiableAt_one_iff' depends on axioms: [propext, Classical.choice, Quot.sound]
'FractionalAtom.minimizer_attractive' depends on axioms: [propext, Classical.choice, Quot.sound]
'FractionalAtom.minimizer_repulsive' depends on axioms: [propext, Classical.choice, Quot.sound]
```
